# The total energy of one to eight non-interacting electrons filling four levels from the bottom, two per level

For each of four clusters of four sites (chain, square, rhombus and tetrahedron), `energy_filling` writes out the total energy of 1 to 8 electrons as a sum of level energies. The electrons are non-interacting and fill the four levels from the bottom, at most two in each, so that five electrons, for example, have twice the first energy, plus twice the second, plus the third. Mathematically, the eight equations expand a sum over levels weighted by occupation numbers 0, 1 or 2; the values of the levels play no part. The attempt splits the conjunction into its eight equations and gives each to `simp`, with the definitions of `energy` and `occupation` and the expansion of a sum over four indices.

As first written in Lean, the proof fails:

```lean
import Mathlib

open Matrix

namespace EnergyFilling

noncomputable section

/-- The four structures of four sites that are compared. -/
inductive Cluster
  | chain
  | square
  | rhombus
  | tetrahedron

/-- The adjacency matrix: entry 1 for a bonded pair of sites, 0 otherwise. -/
def adj : Cluster → Matrix (Fin 4) (Fin 4) ℝ
  | .chain => !![0, 1, 0, 0; 1, 0, 1, 0; 0, 1, 0, 1; 0, 0, 1, 0]
  | .square => !![0, 1, 0, 1; 1, 0, 1, 0; 0, 1, 0, 1; 1, 0, 1, 0]
  | .rhombus => !![0, 1, 1, 1; 1, 0, 1, 0; 1, 1, 0, 1; 1, 0, 1, 0]
  | .tetrahedron => !![0, 1, 1, 1; 1, 0, 1, 1; 1, 1, 0, 1; 1, 1, 1, 0]

/-- The number of bonds, each bond being counted twice in the adjacency matrix. -/
def bonds (c : Cluster) : ℝ := (∑ i, ∑ j, adj c i j) / 2

/-- The explicit eigenvalues of the adjacency matrix, from the largest down. -/
def adjLevel : Cluster → Fin 4 → ℝ
  | .chain => ![(√5 + 1) / 2, (√5 - 1) / 2, -(√5 - 1) / 2, -(√5 + 1) / 2]
  | .square => ![2, 0, 0, -2]
  | .rhombus => ![(1 + √17) / 2, 0, -1, (1 - √17) / 2]
  | .tetrahedron => ![3, -1, -1, -1]

/-- The energy levels of the Hamiltonian, from the lowest up. -/
def level (c : Cluster) (k : Fin 4) : ℝ := -(adjLevel c k) / √(bonds c)

/-- The number of electrons in level `k` when `N` electrons fill the levels from the
bottom, two per level. -/
def occupation (N : ℕ) (k : Fin 4) : ℕ :=
  (if 2 * k.val < N then 1 else 0) + (if 2 * k.val + 1 < N then 1 else 0)

/-- The total energy of `N` electrons, for `N` at most 8. -/
def energy (c : Cluster) (N : ℕ) : ℝ := ∑ k, (occupation N k : ℝ) * level c k

/-- The total energies of 1 to 8 electrons in terms of the levels. -/
theorem energy_filling (c : Cluster) :
    energy c 1 = level c 0 ∧ energy c 2 = 2 * level c 0 ∧
    energy c 3 = 2 * level c 0 + level c 1 ∧
    energy c 4 = 2 * level c 0 + 2 * level c 1 ∧
    energy c 5 = 2 * level c 0 + 2 * level c 1 + level c 2 ∧
    energy c 6 = 2 * level c 0 + 2 * level c 1 + 2 * level c 2 ∧
    energy c 7 = 2 * level c 0 + 2 * level c 1 + 2 * level c 2 + level c 3 ∧
    energy c 8 = 2 * level c 0 + 2 * level c 1 + 2 * level c 2 + 2 * level c 3 := by
  refine ⟨?_, ?_, ?_, ?_, ?_, ?_, ?_, ?_⟩ <;>
    simp [energy, occupation, Fin.sum_univ_four]

end

end EnergyFilling
```

Lean reports:

```
Main.lean:52:82: error: unsolved goals
case refine_2
c : Cluster
⊢ 1 + 1 = 2 ∨ level c 0 = 0

case refine_3
c : Cluster
⊢ 1 + 1 = 2 ∨ level c 0 = 0

case refine_4
c : Cluster
⊢ (1 + 1) * level c 0 + (1 + 1) * level c 1 = 2 * level c 0 + 2 * level c 1

case refine_5
c : Cluster
⊢ (1 + 1) * level c 0 + (1 + 1) * level c 1 = 2 * level c 0 + 2 * level c 1

case refine_6
c : Cluster
⊢ (1 + 1) * level c 0 + (1 + 1) * level c 1 + (1 + 1) * level c 2 = 2 * level c 0 + 2 * level c 1 + 2 * level c 2

case refine_7
c : Cluster
⊢ (1 + 1) * level c 0 + (1 + 1) * level c 1 + (1 + 1) * level c 2 = 2 * level c 0 + 2 * level c 1 + 2 * level c 2

case refine_8
c : Cluster
⊢ (1 + 1) * level c 0 + (1 + 1) * level c 1 + (1 + 1) * level c 2 + (1 + 1) * level c 3 =
    2 * level c 0 + 2 * level c 1 + 2 * level c 2 + 2 * level c 3
```

The message lists seven equations that `simp` left open; only the first, for one electron, was closed. The sums and occupations were expanded correctly, but a doubly filled level has the occupation `1 + 1`, a sum of two conditionals cast to the real numbers, and `simp` did not evaluate this real sum to `2`.

In `refine_2` and `refine_3`, `simp` also reduced the equation between two multiples of `level c 0` to a disjunction: either the coefficients agree, `1 + 1 = 2`, or `level c 0 = 0`. The first alternative is true, so nothing need be known about the level. The other five goals still have `1 + 1` on the left where the right has `2`.

The repair adds `<;> norm_num`, which runs `norm_num` on every goal that `simp` leaves. It evaluates `1 + 1` to `2`, which makes the first alternative true in the two disjunctions and the two sides identical in the other goals.

This version goes through:

```diff
@@ -52,5 +52,5 @@
     energy c 8 = 2 * level c 0 + 2 * level c 1 + 2 * level c 2 + 2 * level c 3 := by
   refine ⟨?_, ?_, ?_, ?_, ?_, ?_, ?_, ?_⟩ <;>
-    simp [energy, occupation, Fin.sum_univ_four]
+    simp [energy, occupation, Fin.sum_univ_four] <;> norm_num
 
 end
```
